# At most one causal self-energy solves the single-band CPA equation with finitely many levels when Im z > 0

In the coherent potential approximation (CPA) for a single-band alloy in which only the site energies are random, with finitely many real lattice levels and site energies, at most one self-energy s with Im s ≤ 0 solves the self-consistency equation at a given complex energy z with Im z > 0. Without the condition on Im s this can fail: an explicit two-level alloy has a second solution.

```lean
import Mathlib

open Finset

namespace CausalCPAUniqueness

noncomputable section

variable {ι κ : Type*} [Fintype ι] [Fintype κ]

/-- Weights are nonnegative and sum to one. -/
def IsWeights (w : ι → ℝ) : Prop := (∀ k, 0 ≤ w k) ∧ ∑ k, w k = 1

/-- The averaged resolvent `∑ w_k / (F - e_k)` of real levels `e_k`, for complex `F` different
from every level. -/
def green (w e : ι → ℝ) (F : ℂ) : ℂ := ∑ k, (w k : ℂ) / (F - e k)

/-- The weighted variance of the level resolvents `1 / (F - e_k)` about their average, for `F`
different from every level. -/
def variance (w e : ι → ℝ) (F : ℂ) : ℝ :=
  ∑ k, w k * ‖1 / (F - e k) - green w e F‖ ^ 2

/-- The weighted covariance (without conjugation) of the level resolvents at `F` and `F'`, both
different from every level. -/
def covariance (w e : ι → ℝ) (F F' : ℂ) : ℂ :=
  ∑ k, (w k : ℂ) * (1 / (F - e k) - green w e F) * (1 / (F' - e k) - green w e F')

/-- The CPA equation for the self-energy `s`: the lattice resolvent `g` at `z - s` equals the
average over site energies `v_i` of `1 / (s + 1/g - v_i)`. The formula has this meaning where `g`
and all denominators are nonzero. -/
def IsCPA (w e : κ → ℝ) (c v : ι → ℝ) (z s : ℂ) : Prop :=
  green w e (z - s) = green c v (s + 1 / green w e (z - s))

/-- The imaginary part of the averaged resolvent is minus `Im F` times the averaged squared
modulus of the level resolvents. -/
theorem green_im (w e : ι → ℝ) (F : ℂ) :
    (green w e F).im = -(F.im * ∑ k, w k * ‖1 / (F - e k)‖ ^ 2) := by
  unfold green
  rw [Complex.im_sum, mul_sum, ← sum_neg_distrib]
  refine sum_congr rfl fun k _ => ?_
  have h : (F - (e k : ℂ)).im = F.im := by simp
  rw [div_eq_mul_inv, Complex.im_ofReal_mul, Complex.inv_im, Complex.sq_norm, one_div,
    Complex.normSq_inv, h]
  ring

/-- For nonnegative weights that sum to one, the averaged resolvent has negative imaginary part in
the upper half-plane. -/
theorem green_im_neg {w : ι → ℝ} (hw : IsWeights w) (e : ι → ℝ) {F : ℂ} (hF : 0 < F.im) :
    (green w e F).im < 0 := by
  have hex : ∃ k, 0 < w k := by
    by_contra hcon
    have hle : ∑ k, w k ≤ 0 := sum_nonpos fun k _ => not_lt.mp fun hk => hcon ⟨k, hk⟩
    linarith [hw.2]
  obtain ⟨k, hk⟩ := hex
  have hne : F - (e k : ℂ) ≠ 0 := by
    intro h
    have h' := congrArg Complex.im h
    simp at h'
    linarith
  have hpos : 0 < ∑ k, w k * ‖1 / (F - e k)‖ ^ 2 :=
    sum_pos' (fun j _ => mul_nonneg (hw.1 j) (sq_nonneg _))
      ⟨k, mem_univ k, mul_pos hk (pow_pos (norm_pos_iff.mpr (one_div_ne_zero hne)) 2)⟩
  rw [green_im]
  linarith [mul_pos hF hpos]

/-- For normalised weights, the variance of the level resolvents is related to the averaged
resolvent `g`: `Im F * variance = -Im g - Im F * |g|²`. -/
theorem im_mul_variance {w : ι → ℝ} (hw : IsWeights w) (e : ι → ℝ) (F : ℂ) :
    F.im * variance w e F = -(green w e F).im - F.im * ‖green w e F‖ ^ 2 := by
  have hre : ∑ k, w k * (1 / (F - (e k : ℂ))).re = (green w e F).re := by
    unfold green
    rw [Complex.re_sum]
    exact sum_congr rfl fun k _ => by rw [← Complex.re_ofReal_mul, mul_one_div]
  have him : ∑ k, w k * (1 / (F - (e k : ℂ))).im = (green w e F).im := by
    unfold green
    rw [Complex.im_sum]
    exact sum_congr rfl fun k _ => by rw [← Complex.im_ofReal_mul, mul_one_div]
  -- mean square minus squared mean
  have hV : variance w e F = ∑ k, w k * ‖1 / (F - e k)‖ ^ 2 - ‖green w e F‖ ^ 2 := by
    have ht : variance w e F = ∑ k, (w k * ‖1 / (F - e k)‖ ^ 2
        - 2 * (green w e F).re * (w k * (1 / (F - (e k : ℂ))).re)
        - 2 * (green w e F).im * (w k * (1 / (F - (e k : ℂ))).im)
        + ‖green w e F‖ ^ 2 * w k) := by
      refine sum_congr rfl fun k _ => ?_
      simp only [Complex.sq_norm, Complex.normSq_apply, Complex.sub_re, Complex.sub_im]
      ring
    rw [ht, sum_add_distrib, sum_sub_distrib, sum_sub_distrib, ← mul_sum, ← mul_sum,
      ← mul_sum, hre, him, hw.2, Complex.sq_norm (green w e F), Complex.normSq_apply]
    ring
  rw [hV, green_im]
  ring

/-- For normalised weights and two energies in the upper half-plane, the difference of the averaged
resolvents is `-(F - F')` times the sum of their covariance and their product. -/
theorem green_sub {w : ι → ℝ} (hw : IsWeights w) (e : ι → ℝ) {F F' : ℂ}
    (hF : 0 < F.im) (hF' : 0 < F'.im) :
    green w e F - green w e F' =
      -(F - F') * (covariance w e F F' + green w e F * green w e F') := by
  have hne : ∀ E : ℂ, 0 < E.im → ∀ k, E - (e k : ℂ) ≠ 0 := by
    intro E hE k h
    have h' := congrArg Complex.im h
    simp at h'
    linarith
  have hx : ∀ E : ℂ, ∑ k, (w k : ℂ) * (1 / (E - e k)) = green w e E :=
    fun E => sum_congr rfl fun k _ => mul_one_div _ _
  have h1 : ∑ k, (w k : ℂ) = 1 := by exact_mod_cast hw.2
  -- the resolvent identity, level by level
  have h2 : green w e F - green w e F' =
      -(F - F') * ∑ k, (w k : ℂ) * (1 / (F - e k)) * (1 / (F' - e k)) := by
    unfold green
    rw [← sum_sub_distrib, mul_sum]
    refine sum_congr rfl fun k _ => ?_
    have ha := mul_inv_cancel₀ (hne F hF k)
    have hb := mul_inv_cancel₀ (hne F' hF' k)
    linear_combination ((w k : ℂ) * (F' - e k)⁻¹) * ha - ((w k : ℂ) * (F - e k)⁻¹) * hb
  have h3 : covariance w e F F' = ∑ k, ((w k : ℂ) * (1 / (F - e k)) * (1 / (F' - e k))
      - green w e F' * ((w k : ℂ) * (1 / (F - e k)))
      - green w e F * ((w k : ℂ) * (1 / (F' - e k)))
      + green w e F * green w e F' * (w k : ℂ)) :=
    sum_congr rfl fun k _ => by ring
  rw [h2, h3, sum_add_distrib, sum_sub_distrib, sum_sub_distrib, ← mul_sum, ← mul_sum,
    ← mul_sum, hx, hx, h1]
  ring

/-- Cauchy-Schwarz for nonnegative weights: the squared modulus of the covariance is at most the
product of the variances. -/
theorem covariance_sq_le {w : ι → ℝ} (hw : ∀ k, 0 ≤ w k) (e : ι → ℝ) (F F' : ℂ) :
    ‖covariance w e F F'‖ ^ 2 ≤ variance w e F * variance w e F' := by
  have key : ∀ p q : ι → ℂ, ‖∑ k, (w k : ℂ) * p k * q k‖ ^ 2 ≤
      (∑ k, w k * ‖p k‖ ^ 2) * ∑ k, w k * ‖q k‖ ^ 2 := by
    intro p q
    have hs : ∀ k, √(w k) ^ 2 = w k := fun k => Real.sq_sqrt (hw k)
    have h1 : ‖∑ k, (w k : ℂ) * p k * q k‖ ≤
        ∑ k, (√(w k) * ‖p k‖) * (√(w k) * ‖q k‖) := by
      refine (norm_sum_le _ _).trans (le_of_eq (sum_congr rfl fun k _ => ?_))
      rw [norm_mul, norm_mul, Complex.norm_real, Real.norm_of_nonneg (hw k)]
      linear_combination (-(‖p k‖ * ‖q k‖)) * hs k
    have h2 := (pow_le_pow_left₀ (norm_nonneg _) h1 2).trans
      (sum_mul_sq_le_sq_mul_sq _ _ _)
    simpa only [mul_pow, hs] using h2
  exact key (fun k => 1 / (F - e k) - green w e F) (fun k => 1 / (F' - e k) - green w e F')

/-- Let both sets of weights satisfy `IsWeights`. At a CPA solution with `Im z > 0` and
`Im s < Im z`, the energy `s + 1/g` lies in the upper half-plane, and the lattice variance times the
site variance is below `|g|⁴`. -/
theorem cpa_variance_lt {w e : κ → ℝ} {c v : ι → ℝ} (hw : IsWeights w) (hc : IsWeights c)
    {z s : ℂ} (hz : 0 < z.im) (hs : s.im < z.im) (h : IsCPA w e c v z s) :
    0 < (s + 1 / green w e (z - s)).im ∧
      variance w e (z - s) * variance c v (s + 1 / green w e (z - s)) <
        (‖green w e (z - s)‖ ^ 2) ^ 2 := by
  unfold IsCPA at h
  have hf' : (z - s).im = z.im - s.im := Complex.sub_im _ _
  have hf : 0 < (z - s).im := by linarith
  have hgi := green_im_neg hw e hf
  have hVw := im_mul_variance hw e (z - s)
  have hVc := im_mul_variance hc v (s + 1 / green w e (z - s))
  rw [← h] at hVc
  have hD := Complex.add_im s (1 / green w e (z - s))
  have hVw0 : 0 ≤ variance w e (z - s) :=
    sum_nonneg fun k _ => mul_nonneg (hw.1 k) (sq_nonneg _)
  have hVc0 : 0 ≤ variance c v (s + 1 / green w e (z - s)) :=
    sum_nonneg fun k _ => mul_nonneg (hc.1 k) (sq_nonneg _)
  have hg0 : green w e (z - s) ≠ 0 := by
    intro h0
    rw [h0] at hgi
    simp at hgi
  have hn : 0 < ‖green w e (z - s)‖ ^ 2 := pow_pos (norm_pos_iff.mpr hg0) 2
  have hinv : ‖green w e (z - s)‖ ^ 2 * (1 / green w e (z - s)).im
      = -(green w e (z - s)).im := by
    have hq : Complex.normSq (green w e (z - s)) ≠ 0 := by
      rw [← Complex.sq_norm]
      exact hn.ne'
    rw [one_div, Complex.inv_im, Complex.sq_norm]
    field_simp
  generalize variance c v (s + 1 / green w e (z - s)) = Vc at *
  generalize variance w e (z - s) = Vw at *
  generalize (s + 1 / green w e (z - s)).im = d at *
  generalize ‖green w e (z - s)‖ ^ 2 = n at *
  generalize (z - s).im = f at *
  -- both variances in terms of the imaginary parts
  have e1 : f * Vw = n * (d - z.im) := by
    linear_combination hVw - hinv - n * hD - n * hf'
  have e2 : d * Vc = n * (f - z.im) := by
    linear_combination hVc - hinv - n * hD - n * hf'
  have hd1 : 0 ≤ d - z.im :=
    (mul_nonneg_iff_of_pos_left hn).mp (e1 ▸ mul_nonneg hf.le hVw0)
  have hd : 0 < d := by linarith
  refine ⟨hd, ?_⟩
  have h3 : (d - z.im) * (f - z.im) < d * f := by
    nlinarith [mul_nonneg hz.le hd1, mul_pos hz hf]
  have h4 := mul_lt_mul_of_pos_left h3 (pow_pos hn 2)
  have h5 : (f * d) * (Vw * Vc) = n ^ 2 * ((d - z.im) * (f - z.im)) := by
    linear_combination (d * Vc) * e1 + n * (d - z.im) * e2
  have h6 : (f * d) * (Vw * Vc) < (f * d) * n ^ 2 := by
    rw [h5]
    linarith
  exact lt_of_mul_lt_mul_left h6 (mul_pos hf hd).le

/-- If both sets of weights satisfy `IsWeights` and `Im z > 0`, two solutions of the CPA equation
with `Im s < Im z` coincide. -/
theorem cpa_unique_of_im_lt {w e : κ → ℝ} {c v : ι → ℝ} (hw : IsWeights w) (hc : IsWeights c)
    {z s₁ s₂ : ℂ} (hz : 0 < z.im) (h₁ : s₁.im < z.im) (h₂ : s₂.im < z.im)
    (H₁ : IsCPA w e c v z s₁) (H₂ : IsCPA w e c v z s₂) : s₁ = s₂ := by
  obtain ⟨hd₁, hv₁⟩ := cpa_variance_lt hw hc hz h₁ H₁
  obtain ⟨hd₂, hv₂⟩ := cpa_variance_lt hw hc hz h₂ H₂
  unfold IsCPA at H₁ H₂
  have hf₁ : 0 < (z - s₁).im := by rw [Complex.sub_im]; linarith
  have hf₂ : 0 < (z - s₂).im := by rw [Complex.sub_im]; linarith
  have hne : ∀ F : ℂ, 0 < F.im → green w e F ≠ 0 := by
    intro F hF h0
    have h := green_im_neg hw e hF
    rw [h0] at h
    simp at h
  have i₁ := mul_one_div_cancel (hne _ hf₁)
  have i₂ := mul_one_div_cancel (hne _ hf₂)
  have A := green_sub hw e hf₁ hf₂
  have B := green_sub hc v hd₁ hd₂
  rw [← H₁, ← H₂] at B
  have cw := covariance_sq_le hw.1 e (z - s₁) (z - s₂)
  have cc := covariance_sq_le hc.1 v (s₁ + 1 / green w e (z - s₁))
    (s₂ + 1 / green w e (z - s₂))
  have pos : ∀ {α : Type _} [Fintype α] {p : α → ℝ} (_ : IsWeights p) (q : α → ℝ) (F : ℂ),
      0 ≤ variance p q F :=
    fun hp _ _ => sum_nonneg fun k _ => mul_nonneg (hp.1 k) (sq_nonneg _)
  have posc : ∀ F : ℂ, 0 ≤ variance c v F :=
    fun _ => sum_nonneg fun k _ => mul_nonneg (hc.1 k) (sq_nonneg _)
  have pw₁ := pos hw e (z - s₁)
  have pw₂ := pos hw e (z - s₂)
  have pc₁ := posc (s₁ + 1 / green w e (z - s₁))
  have pc₂ := posc (s₂ + 1 / green w e (z - s₂))
  set g₁ := green w e (z - s₁)
  set g₂ := green w e (z - s₂)
  set Cw := covariance w e (z - s₁) (z - s₂)
  set Cc := covariance c v (s₁ + 1 / g₁) (s₂ + 1 / g₂)
  have K : g₁ * g₂ * ((s₁ + 1 / g₁) - (s₂ + 1 / g₂)) = g₁ * g₂ * (s₁ - s₂) + g₂ - g₁ := by
    linear_combination g₂ * i₁ - g₁ * i₂
  -- lattice and site each relate the two energy differences
  have P : g₁ * g₂ * ((s₁ + 1 / g₁) - (s₂ + 1 / g₂)) = (s₂ - s₁) * Cw := by
    linear_combination K - A
  have Q : g₁ * g₂ * (s₂ - s₁) = ((s₁ + 1 / g₁) - (s₂ + 1 / g₂)) * Cc := by
    linear_combination K - B
  have R : (s₂ - s₁) * ((g₁ * g₂) ^ 2 - Cw * Cc) = 0 := by
    linear_combination (g₁ * g₂) * Q + Cc * P
  by_contra hcon
  have hR : (g₁ * g₂) ^ 2 = Cw * Cc :=
    sub_eq_zero.mp ((mul_eq_zero.mp R).resolve_left (sub_ne_zero.mpr (Ne.symm hcon)))
  have hN : (‖g₁‖ ^ 2) ^ 2 * (‖g₂‖ ^ 2) ^ 2 = ‖Cw‖ ^ 2 * ‖Cc‖ ^ 2 := by
    have h := congrArg (fun x : ℂ => ‖x‖ ^ 2) hR
    simp only [norm_mul, norm_pow] at h
    linear_combination h
  -- the variance bounds exclude this equality
  have hle := mul_le_mul cw cc (sq_nonneg _) (mul_nonneg pw₁ pw₂)
  have hlt := mul_lt_mul'' hv₁ hv₂ (mul_nonneg pw₁ pc₁) (mul_nonneg pw₂ pc₂)
  linarith

/-- Uniqueness of the causal CPA: if both sets of weights satisfy `IsWeights` and `Im z > 0`, at
most one self-energy with `Im s ≤ 0` solves the CPA equation. -/
theorem causal_cpa_unique {w : κ → ℝ} {c : ι → ℝ} (hw : IsWeights w) (hc : IsWeights c)
    (e : κ → ℝ) (v : ι → ℝ) {z : ℂ} (hz : 0 < z.im) :
    {s : ℂ | s.im ≤ 0 ∧ IsCPA w e c v z s}.Subsingleton :=
  fun _ h₁ _ h₂ => cpa_unique_of_im_lt hw hc hz (h₁.1.trans_lt hz) (h₂.1.trans_lt hz) h₁.2 h₂.2

/-- Equal weights on two levels. -/
def evenWeights : Fin 2 → ℝ := fun _ => 1 / 2

/-- The two levels `1` and `-1`. -/
def twoLevels : Fin 2 → ℝ := ![1, -1]

/-- With lattice levels `±1` and site energies `±1`, all equally weighted, and `z = 3i/2`, both
`s = -i/2` and `s = 2i` solve the CPA equation. -/
theorem noncausal_solution_witness :
    IsWeights evenWeights ∧
    IsCPA evenWeights twoLevels evenWeights twoLevels (3 / 2 * Complex.I)
      (-(1 / 2) * Complex.I) ∧
    IsCPA evenWeights twoLevels evenWeights twoLevels (3 / 2 * Complex.I)
      (2 * Complex.I) := by
  have key : ∀ F g : ℂ, F.re = 0 → g * (F ^ 2 - 1) = F →
      green evenWeights twoLevels F = g := by
    intro F g hF hg
    have h1 : F - 1 ≠ 0 := by
      intro h
      have h' := congrArg Complex.re h
      simp [hF] at h'
    have h2 : F + 1 ≠ 0 := by
      intro h
      have h' := congrArg Complex.re h
      simp [hF] at h'
    have h3 : green evenWeights twoLevels F = (1 / 2) / (F - 1) + (1 / 2) / (F + 1) := by
      simp [green, evenWeights, twoLevels, Fin.sum_univ_two]
    rw [h3, div_add_div _ _ h1 h2, div_eq_iff (mul_ne_zero h1 h2)]
    linear_combination -hg
  have a := key (2 * Complex.I) (-(2 / 5) * Complex.I) (by simp)
    (by linear_combination (-(8 / 5) * Complex.I) * Complex.I_sq)
  have b := key (-(1 / 2) * Complex.I) (2 / 5 * Complex.I) (by simp)
    (by linear_combination (1 / 10 * Complex.I) * Complex.I_sq)
  have ia : 1 / (-(2 / 5) * Complex.I) = 5 / 2 * Complex.I := by
    rw [div_eq_iff (by simp [Complex.I_ne_zero])]
    linear_combination Complex.I_sq
  have ib : 1 / (2 / 5 * Complex.I) = -(5 / 2) * Complex.I := by
    rw [div_eq_iff (by simp [Complex.I_ne_zero])]
    linear_combination Complex.I_sq
  refine ⟨⟨fun _ => by norm_num [evenWeights], by norm_num [evenWeights, Fin.sum_univ_two]⟩,
    ?_, ?_⟩
  · unfold IsCPA
    rw [show 3 / 2 * Complex.I - -(1 / 2) * Complex.I = 2 * Complex.I by ring, a, ia,
      show -(1 / 2) * Complex.I + 5 / 2 * Complex.I = 2 * Complex.I by ring, a]
  · unfold IsCPA
    rw [show 3 / 2 * Complex.I - 2 * Complex.I = -(1 / 2) * Complex.I by ring, b, ib,
      show 2 * Complex.I + -(5 / 2) * Complex.I = -(1 / 2) * Complex.I by ring, b]

end

end CausalCPAUniqueness
```

```lean
#print axioms CausalCPAUniqueness.causal_cpa_unique
```

```
'CausalCPAUniqueness.causal_cpa_unique' depends on axioms: [propext, Classical.choice, Quot.sound]
```

## The alloy and its effective medium

In the simplest model of a substitutional alloy, each site independently carries one of several energies v_i, with probabilities given by the concentrations c_i, and the hopping between sites does not depend on which species occupy them. The CPA replaces the disordered crystal by a uniform medium with a local self-energy s. If the ordered lattice has levels e_k with weights w_k, the site-diagonal Green function of the medium is

g = Σ_k w_k/(z − e_k − s).

A site of energy v_i embedded in this medium has the Green function 1/(s + 1/g − v_i). The CPA condition is that its average over the concentrations gives back g:

g = Σ_i c_i/(s + 1/g − v_i).

In Lean, `green w e F` is the weighted sum Σ_k w_k/(F − e_k), and `IsCPA` is the condition above. `IsWeights` says that weights are nonnegative and sum to 1. The theorem `causal_cpa_unique` says that, for Im z > 0, the set of solutions with Im s ≤ 0 is a `Subsingleton`, which means that it has at most one element; existence is not claimed. "Causal" refers here to the sign of Im s at one z, not to analyticity in z. The value Im s = 0 is included because a pure crystal has s = v.

The self-energy is a single complex number, so multi-orbital and matrix-valued CPA lie beyond the statement. The Brillouin-zone integral of an infinite crystal is not covered either, since the theorem treats finite sums over k. For a single-band calculation on a fixed, finite k mesh, the theorem means that exact causal solutions reached from different starting guesses at the same z, with Im z > 0, are the same.

## Variances at a solution

Write F = z − s, D = s + 1/g and x_k = 1/(F − e_k). Suppose Im z > 0 and Im s < Im z, so that Im F > 0. Since Im x_k = −Im F |x_k|²,

Im g = −Im F Σ_k w_k |x_k|² < 0,

and g ≠ 0 (`green_im`, `green_im_neg`). The `variance` V_w = Σ_k w_k |x_k − g|² measures the spread over levels. It equals Σ_k w_k |x_k|² − |g|², which gives `im_mul_variance`:

Im F · V_w = −Im g − Im F |g|².

At a solution the site average at D is also g, so the site variance V_c obeys the same identity with D in place of F. Now F + D = z + 1/g and −Im g = |g|² Im(1/g), hence

Im F · V_w = |g|² (Im D − Im z),
Im D · V_c = |g|² (Im F − Im z).

The first line gives Im D ≥ Im z > 0, so no denominator vanishes. Multiplying the two lines gives

Im F Im D V_w V_c = |g|⁴ (Im D − Im z)(Im F − Im z).

The product of brackets is Im F Im D − Im z (Im D − Im z + Im F), which is less than Im F Im D. Therefore

V_w V_c < |g|⁴.

This is `cpa_variance_lt`. Its proof names the two identities `e1` and `e2`, and `nlinarith` supplies the inequality between the brackets.

## Two solutions would violate Cauchy–Schwarz

For two energies F and F′ in the upper half-plane, with resolvents x_k and x′_k and averages g and g′, each level satisfies x_k − x′_k = −(F − F′) x_k x′_k. Averaging gives `green_sub`:

g − g′ = −(F − F′)(C + g g′),

where C = Σ_k w_k (x_k − g)(x′_k − g′) is the `covariance`, taken without complex conjugation. Splitting w_k into √w_k · √w_k and applying the triangle and Cauchy–Schwarz inequalities gives |C|² ≤ V V′, with V and V′ the variances at F and F′ (`covariance_sq_le`).

Let s₁ and s₂ be solutions with imaginary parts below Im z, and put Δ = D₁ − D₂. By the definition of D,

g₁g₂Δ = g₁g₂(s₁ − s₂) + g₂ − g₁.

Here F₁ − F₂ = s₂ − s₁. Inserting the difference formula for the lattice, and then for the sites, gives

g₁g₂Δ = (s₂ − s₁) C_w,
g₁g₂(s₂ − s₁) = Δ C_c.

Multiplying the second line by g₁g₂ and using the first,

(s₂ − s₁)[(g₁g₂)² − C_w C_c] = 0.

If s₁ ≠ s₂, the bracket vanishes, and taking squared moduli gives

|g₁|⁴|g₂|⁴ = |C_w|²|C_c|² ≤ V_w₁V_w₂V_c₁V_c₂ < |g₁|⁴|g₂|⁴,

a contradiction. In `cpa_unique_of_im_lt` these relations appear as `K`, `P`, `Q` and `R`, each checked by `linear_combination`. The causal theorem follows because Im s ≤ 0 < Im z.

## A second, non-causal solution

Take lattice levels ±1 and site energies ±1, all with weight 1/2, and z = 3i/2. Both averages are then the function F/(F² − 1).

- For s = −i/2: F = 2i, g = −2i/5 and D = −i/2 + 5i/2 = 2i.
- For s = 2i: F = −i/2, g = 2i/5 and D = 2i − 5i/2 = −i/2.

In each case D = F, so the site average equals g and the CPA equation holds, as `noncausal_solution_witness` records. The second solution has Im s > Im z, which puts F in the lower half-plane.
